# Diagonal elements of the exponential of a real symmetric matrix, such as the Boltzmann operator exp(−βH), are positive

The theorem `exp_diag_pos` states that for a real symmetric matrix `S` indexed by a finite type, every diagonal entry of exp(S) is strictly positive. If S is read as −βH for a real symmetric Hamiltonian on a finite basis, each basis state has a positive unnormalised thermal weight ⟨i|exp(−βH)|i⟩; the statement involves no division by the trace. The attempt sets E = exp(S/2) and shows that exp(S) = E·E, that E is symmetric, and that E·exp(−S/2) = 1. The diagonal entry is then a sum of squares of entries of E, and invertibility supplies a nonzero entry in row i, which makes the sum positive.

The failing Lean file:

```lean
import Mathlib

open Filter Topology Finset Matrix

namespace PseudoParticleProjection

noncomputable section

variable {ι : Type*} [Fintype ι] [DecidableEq ι]

/-- Every diagonal element of the exponential of a real symmetric matrix is positive. -/
theorem exp_diag_pos {S : Matrix ι ι ℝ} (hS : S.IsSymm) (i : ι) :
    0 < NormedSpace.exp S i i := by
  obtain ⟨E, hE⟩ : ∃ E, E = NormedSpace.exp ((1 / 2 : ℝ) • S) := ⟨_, rfl⟩
  have hEE : NormedSpace.exp S = E * E := by
    rw [hE, ← Matrix.exp_add_of_commute _ _ (Commute.refl _)]
    congr 1
    module
  have hT : Eᵀ = E := by rw [hE, ← Matrix.exp_transpose, transpose_smul, hS.eq]
  have hinv : E * NormedSpace.exp (-((1 / 2 : ℝ) • S)) = 1 := by
    rw [hE, ← Matrix.exp_add_of_commute _ _ (Commute.refl _).neg_right, add_neg_cancel,
      NormedSpace.exp_zero]
  have hs : ∀ j, E j i = E i j := fun j => congrFun (congrFun hT i) j
  -- a row of an invertible matrix is nonzero
  obtain ⟨j, hj⟩ : ∃ j, E i j ≠ 0 := by
    by_contra h
    have h' : ∀ j, E i j = 0 := fun j => by_contra fun hj => h ⟨j, hj⟩
    have := congrFun (congrFun hinv i) i
    simp [Matrix.mul_apply, h'] at this
  rw [hEE, Matrix.mul_apply]
  refine Finset.sum_pos' (fun k _ => ?_) ⟨j, mem_univ j, ?_⟩
  · rw [hs]
    exact mul_self_nonneg _
  · rw [hs]
    exact mul_self_pos.2 hj

end

end PseudoParticleProjection
```

Lean reports:

```
Main.lean:21:44: error(lean.synthInstanceFailed): failed to synthesize instance of type class
  HasDistribNeg (Matrix ?m.146 ?m.146 ?m.147)

Hint: Type class instance resolution failures can be inspected with the `set_option trace.Meta.synthInstance true` command.
```

What went wrong. The single message points at the term `(Commute.refl _).neg_right` in `hinv`. `Commute.neg_right` passes from `Commute a b` to `Commute a (-b)` and needs a `HasDistribNeg` instance on the type of `a` and `b`. A rewrite rule is elaborated before it is matched against the goal, and here every matrix argument is `_`. All that is known comes from `Matrix.exp_add_of_commute`: the type is a square matrix. Its index and entry types are still metavariables, as `Matrix ?m.146 ?m.146 ?m.147` in the message shows, and instance search fails on that type. The bare `Commute.refl _` in `hEE` has no `neg_right`, asks for no such instance, and raises no error.

The diff writes `Commute.refl ((1 / 2 : ℝ) • S)`. This fixes the type as `Matrix ι ι ℝ`, where the instance is found, and determines the two placeholders as `(1 / 2 : ℝ) • S` and its negative. The backward rewrite then merges the product into the exponential of their sum, and `add_neg_cancel` and `NormedSpace.exp_zero` finish as before. Moving `add_neg_cancel` to its own line is mere tidying.

The repair, with which the file compiles:

```diff
@@ -19,5 +19,6 @@
   have hT : Eᵀ = E := by rw [hE, ← Matrix.exp_transpose, transpose_smul, hS.eq]
   have hinv : E * NormedSpace.exp (-((1 / 2 : ℝ) • S)) = 1 := by
-    rw [hE, ← Matrix.exp_add_of_commute _ _ (Commute.refl _).neg_right, add_neg_cancel,
+    rw [hE, ← Matrix.exp_add_of_commute _ _ (Commute.refl ((1 / 2 : ℝ) • S)).neg_right,
+      add_neg_cancel,
       NormedSpace.exp_zero]
   have hs : ∀ j, E j i = E i j := fun j => congrFun (congrFun hT i) j
```
